# A convex, frame-indifferent energy of 3×3 deformation gradients is lowest at total collapse

In the plane, the half-turn is the matrix −1. Let W be a real-valued energy of deformation gradients F, defined for all real 2×2 matrices. If W is unchanged by rotations, then W(−F) = W(F). If W is also convex, the midpoint of F and −F gives

W(0) ≤ ½ W(F) + ½ W(−F) = W(F).

The zero matrix, which squeezes the whole body into a point, costs no more than any other deformation. In three dimensions −1 has determinant −1 and is not a rotation, so two copies of F no longer suffice in this way, but four do.

## Averaging rotated copies in three dimensions

Let W be a real-valued function of all real 3×3 matrices F. A rotation is a matrix Q with QᵀQ = 1 and det Q = 1. Frame indifference, W(QF) = W(F), expresses that turning the deformed body rigidly stores no energy. Convexity in F is a postulate about the energy model: the energy of a weighted average of deformation gradients is at most the average of their energies.

Take rotations Qᵢ and weights wᵢ ≥ 0 with ∑ᵢ wᵢ = 1. Jensen's inequality and frame indifference give

W((∑ᵢ wᵢQᵢ)F) ≤ ∑ᵢ wᵢ W(QᵢF) = ∑ᵢ wᵢ W(F) = W(F).

The identity and the half-turns about the three axes are

R₀ = diag(1, 1, 1), R₁ = diag(1, −1, −1), R₂ = diag(−1, 1, −1), R₃ = diag(−1, −1, 1).

Each diagonal position holds two entries 1 and two entries −1, so the sum is zero. With all weights ¼, the inequality becomes W(0) ≤ W(F).

## Compression at no cost

For 0 ≤ t ≤ 1, the matrix tF lies on the segment from 0 to F, hence

W(tF) ≤ t W(F) + (1 − t) W(0) ≤ W(F).

Suppose det F > 0 and 0 ≤ v ≤ det F. Choose t = (v/det F)^(1/3), which lies between 0 and 1. Then det(tF) = t³ det F = v, so volume ratio v is reached without raising the energy.

Now suppose W tended to infinity as det F → 0⁺. Every F with sufficiently small positive determinant would then have W(F) > W(1). Compressing the undeformed state 1 to such a volume ratio, chosen below 1, gives a matrix with energy at most W(1), a contradiction. If the undeformed state minimizes W, then also W(1) ≤ W(t·1), and all uniform compressions t·1 have energy exactly W(1).

For numbers, take W(F) = tr(FᵀF) and F = diag(2, 1, 1), with det F = 2 and W(F) = 4 + 1 + 1 = 6. The four rotated copies are

diag(2, 1, 1), diag(2, −1, −1), diag(−2, 1, −1), diag(−2, −1, 1).

Each has energy 6, their average is 0, and W(0) = 0. To reach v = ¼, set t³ = ⅛, so t = ½. The result diag(1, ½, ½) has determinant ¼ and energy 1.5.

For simulation practice, this means that a frame-indifferent energy model that is finite for every matrix F and jointly convex in its nine entries cannot supply a barrier against volume collapse.

## Deformation gradients, rotations and energies in Lean

```lean
import Mathlib

open Matrix Filter Topology

namespace ConvexFrameIndifference

noncomputable section

/-- Deformation gradients: real 3×3 matrices. -/
abbrev Mat3 := Matrix (Fin 3) (Fin 3) ℝ

/-- A rotation of space: an orthogonal matrix of determinant one. -/
def IsRotation (Q : Mat3) : Prop := Qᵀ * Q = 1 ∧ Q.det = 1

/-- The energy is unchanged when a rotation follows the deformation. -/
def FrameIndifferent (W : Mat3 → ℝ) : Prop :=
  ∀ Q F : Mat3, IsRotation Q → W (Q * F) = W F
```

`Mat3` contains every real 3×3 matrix, including singular and orientation-reversing ones. `FrameIndifferent` places the rotation on the left, after the deformation; no crystal symmetry acting on the right is assumed. The type `Mat3 → ℝ` makes the energy finite everywhere, so models that assign +∞ to det F ≤ 0 are not covered. The hypothesis `ConvexOn ℝ Set.univ W` is convexity in F over the whole matrix space, which differs from convexity in the strain.

## Four rotations with zero sum

```lean
/-- The diagonal matrix that scales the three coordinate axes by `a`, `b`, `c`. -/
def axisScaling (a b c : ℝ) : Mat3 := !![a, 0, 0; 0, b, 0; 0, 0, c]

/-- The identity and the half-turns about the three coordinate axes. -/
def fourRotations : Fin 4 → Mat3 :=
  ![axisScaling 1 1 1, axisScaling 1 (-1) (-1),
    axisScaling (-1) 1 (-1), axisScaling (-1) (-1) 1]

/-- An axis scaling by signs whose product is one is a rotation. -/
theorem axisScaling_isRotation (a b c : ℝ) (ha : a * a = 1) (hb : b * b = 1)
    (hc : c * c = 1) (h : a * b * c = 1) : IsRotation (axisScaling a b c) := by
  constructor
  · ext i j
    fin_cases i <;> fin_cases j <;>
      simp [axisScaling, Matrix.mul_apply, Fin.sum_univ_succ, ha, hb, hc]
  · rw [Matrix.det_fin_three]
    simp [axisScaling, h]
```

The hypotheses say that a, b and c are signs with product one. The first part of the proof checks QᵀQ = 1 entry by entry, and the second computes the determinant.

```lean
/-- The identity and the three half-turns are rotations, and they sum to zero. -/
theorem fourRotations_balanced :
    (∀ i, IsRotation (fourRotations i)) ∧ ∑ i, fourRotations i = 0 := by
  constructor
  · intro i
    fin_cases i
    · exact axisScaling_isRotation 1 1 1 (by norm_num) (by norm_num) (by norm_num) (by norm_num)
    · exact axisScaling_isRotation 1 (-1) (-1)
        (by norm_num) (by norm_num) (by norm_num) (by norm_num)
    · exact axisScaling_isRotation (-1) 1 (-1)
        (by norm_num) (by norm_num) (by norm_num) (by norm_num)
    · exact axisScaling_isRotation (-1) (-1) 1
        (by norm_num) (by norm_num) (by norm_num) (by norm_num)
  · rw [Fin.sum_univ_four]
    change axisScaling 1 1 1 + axisScaling 1 (-1) (-1) +
      axisScaling (-1) 1 (-1) + axisScaling (-1) (-1) 1 = 0
    ext i j
    fin_cases i <;> fin_cases j <;> simp [axisScaling]
```

The index `i` runs from 0 to 3, matching R₀ to R₃. The previous lemma handles each rotation, and the zero sum is again checked by entries.

## From Jensen's inequality to the collapsed state

```lean
/-- For a convex frame-indifferent energy, following a deformation by a weighted average
of rotations does not raise the energy. -/
theorem energy_rotation_mixture_le {ι : Type*} [Fintype ι] {W : Mat3 → ℝ}
    (hW : ConvexOn ℝ Set.univ W) (hI : FrameIndifferent W)
    (w : ι → ℝ) (Q : ι → Mat3) (hw : ∀ i, 0 ≤ w i) (hw1 : ∑ i, w i = 1)
    (hQ : ∀ i, IsRotation (Q i)) (F : Mat3) :
    W ((∑ i, w i • Q i) * F) ≤ W F := by
  have e : (∑ i, w i • Q i) * F = ∑ i, w i • (Q i * F) := by
    simp only [Finset.sum_mul, Matrix.smul_mul]
  -- Jensen's inequality for the rotated copies of F
  have h := hW.map_sum_le (t := Finset.univ) (w := w) (p := fun i => Q i * F)
    (fun i _ => hw i) hw1 (fun i _ => Set.mem_univ _)
  have hrot : ∀ i, W (Q i * F) = W F := fun i => hI _ _ (hQ i)
  rw [e]
  simpa only [hrot, smul_eq_mul, ← Finset.sum_mul, hw1, one_mul] using h
```

The index type `ι` is any finite type. The equation `e` moves F inside the sum, `hW.map_sum_le` is Jensen's inequality, and `hrot` replaces each rotated energy by W(F). The weights then sum to one.

```lean
/-- A convex frame-indifferent energy is minimal at the zero matrix, where all of space
is collapsed to a point. -/
theorem energy_collapse_le {W : Mat3 → ℝ} (hW : ConvexOn ℝ Set.univ W)
    (hI : FrameIndifferent W) (F : Mat3) : W 0 ≤ W F := by
  have h := energy_rotation_mixture_le hW hI (fun _ : Fin 4 => (1 / 4 : ℝ)) fourRotations
    (fun _ => by norm_num) (by norm_num [Fin.sum_univ_four]) fourRotations_balanced.1 F
  -- the equally weighted average of the four rotations vanishes
  rwa [← Finset.smul_sum, fourRotations_balanced.2, smul_zero, zero_mul] at h
```

This is the main inequality. The proof inserts the weights ¼ and uses the zero sum to turn the left-hand argument into 0.

## Reaching smaller volumes

```lean
/-- Shrinking a deformation gradient by a factor between zero and one does not raise a
convex frame-indifferent energy. -/
theorem energy_shrink_le {W : Mat3 → ℝ} (hW : ConvexOn ℝ Set.univ W)
    (hI : FrameIndifferent W) (F : Mat3) {t : ℝ} (h0 : 0 ≤ t) (h1 : t ≤ 1) :
    W (t • F) ≤ W F := by
  have h := hW.2 (Set.mem_univ F) (Set.mem_univ (0 : Mat3)) h0
    (sub_nonneg.mpr h1) (by ring)
  simp only [smul_zero, add_zero, smul_eq_mul] at h
  have hc := mul_le_mul_of_nonneg_left (energy_collapse_le hW hI F) (sub_nonneg.mpr h1)
  linarith
```

Here `hW.2` is the convexity inequality on the segment between F and 0. The term `hc` is W(0) ≤ W(F) multiplied by 1 − t, and `linarith` combines the two.

```lean
/-- From any deformation of positive volume ratio, every smaller volume ratio, zero
included, can be reached without raising a convex frame-indifferent energy. -/
theorem exists_compression_le {W : Mat3 → ℝ} (hW : ConvexOn ℝ Set.univ W)
    (hI : FrameIndifferent W) (F : Mat3) (hF : 0 < F.det) {v : ℝ}
    (hv : 0 ≤ v) (hvF : v ≤ F.det) : ∃ G : Mat3, G.det = v ∧ W G ≤ W F := by
  have hr0 : 0 ≤ v / F.det := div_nonneg hv hF.le
  have hr1 : v / F.det ≤ 1 := (div_le_one hF).mpr hvF
  -- shrink uniformly by the cube root of the volume ratio
  refine ⟨((v / F.det) ^ (((3 : ℕ) : ℝ)⁻¹)) • F, ?_, ?_⟩
  · rw [Matrix.det_smul, Fintype.card_fin, Real.rpow_inv_natCast_pow hr0 (by norm_num)]
    exact div_mul_cancel₀ v hF.ne'
  · exact energy_shrink_le hW hI F (Real.rpow_nonneg hr0 _)
      (Real.rpow_le_one hr0 hr1 (by positivity))
```

The matrix G is the uniformly shrunken F. Its determinant acquires the cube of the scale factor, which cancels the cube root; the energy bound comes from `energy_shrink_le`.

```lean
/-- A convex frame-indifferent energy does not tend to infinity as the volume ratio
tends to zero from above. -/
theorem no_blowup_at_zero_volume {W : Mat3 → ℝ} (hW : ConvexOn ℝ Set.univ W)
    (hI : FrameIndifferent W) :
    ¬ Tendsto W (comap Matrix.det (𝓝[>] (0 : ℝ))) atTop := by
  intro h
  have h1 := h.eventually (eventually_gt_atTop (W 1))
  rw [Filter.eventually_comap] at h1
  have h2 : ∀ᶠ v in 𝓝[>] (0 : ℝ), v ∈ Set.Ioo (0 : ℝ) 1 := Ioo_mem_nhdsGT zero_lt_one
  obtain ⟨v, hv, hv01⟩ := (h1.and h2).exists
  -- compress the undeformed state to volume ratio v
  obtain ⟨G, hG, hGW⟩ := exists_compression_le hW hI 1 (by simp) hv01.1.le
    (by simpa using hv01.2.le)
  exact absurd (hv G hG) (not_lt_of_ge hGW)
```

The filter `comap Matrix.det (𝓝[>] (0 : ℝ))` describes all matrices whose determinant approaches zero from above. The theorem therefore denies a blow-up that holds for every such approach. Energy may still diverge along particular paths: for diag(n, 1/n², 1) the determinant is 1/n, while tr(FᵀF) grows without bound as n increases. The proof picks v between 0 and 1 in the supposed high-energy range and compresses the identity to it.

```lean
/-- If the undeformed state minimizes a convex frame-indifferent energy, every uniform
compression of it has the same energy. -/
theorem uniform_compression_free {W : Mat3 → ℝ} (hW : ConvexOn ℝ Set.univ W)
    (hI : FrameIndifferent W) (hmin : ∀ F, W 1 ≤ W F) {t : ℝ} (h0 : 0 ≤ t) (h1 : t ≤ 1) :
    W (t • (1 : Mat3)) = W 1 :=
  le_antisymm (energy_shrink_le hW hI 1 h0 h1) (hmin _)
```

The assumption `hmin` says that the undeformed state is a global minimizer. It supplies one inequality, and shrinking supplies the other.

## One energy that qualifies and one that fails

```lean
/-- The energy `tr(FᵀF)` is convex and frame-indifferent. -/
theorem convex_frameIndifferent_witness :
    ConvexOn ℝ Set.univ (fun F : Mat3 => (Fᵀ * F).trace) ∧
      FrameIndifferent (fun F : Mat3 => (Fᵀ * F).trace) := by
  have e : ∀ F : Mat3, (Fᵀ * F).trace = ∑ j, ∑ i, F i j ^ 2 := by
    intro F
    simp only [Matrix.trace, Matrix.diag_apply, Matrix.mul_apply, Matrix.transpose_apply, sq]
  constructor
  · refine ⟨convex_univ, ?_⟩
    intro x _ y _ a b ha hb hab
    simp only [e, smul_eq_mul, Finset.mul_sum, ← Finset.sum_add_distrib]
    refine Finset.sum_le_sum fun j _ => Finset.sum_le_sum fun i _ => ?_
    simp only [Matrix.add_apply, Matrix.smul_apply, smul_eq_mul]
    -- the gap is a * b times the squared difference of the entries
    have hb' : b = 1 - a := by linarith
    have hgap := mul_nonneg (mul_nonneg ha hb) (sq_nonneg (x i j - y i j))
    subst hb'
    nlinarith [hgap]
  · intro Q F hQ
    have h : (Q * F)ᵀ * (Q * F) = Fᵀ * F := by
      calc (Q * F)ᵀ * (Q * F) = Fᵀ * (Qᵀ * Q) * F := by
            rw [Matrix.transpose_mul]; noncomm_ring
        _ = Fᵀ * F := by rw [hQ.1, mul_one]
    exact congrArg Matrix.trace h
```

The trace is the sum of the squared entries of F. For weights a, b ≥ 0 with a + b = 1 and entries x, y, convexity follows from

a x² + b y² − (a x + b y)² = ab(x − y)² ≥ 0.

Frame indifference follows from (QF)ᵀ(QF) = Fᵀ(QᵀQ)F = FᵀF.

```lean
/-- The volume penalty `(det F - 1)²` is frame-indifferent but not convex. -/
theorem volume_penalty_not_convex :
    FrameIndifferent (fun F : Mat3 => (F.det - 1) ^ 2) ∧
      ¬ ConvexOn ℝ Set.univ (fun F : Mat3 => (F.det - 1) ^ 2) := by
  have hI : FrameIndifferent (fun F : Mat3 => (F.det - 1) ^ 2) := by
    intro Q F hQ
    simp only [Matrix.det_mul, hQ.2, one_mul]
  refine ⟨hI, fun hW => ?_⟩
  -- convexity would make collapse no dearer than the undeformed state
  have h := energy_collapse_le hW hI 1
  have hz : (0 : Mat3).det = 0 := by simp
  simp only [hz, Matrix.det_one] at h
  norm_num at h

end

end ConvexFrameIndifference
```

Since det(QF) = det F, the volume penalty is frame-indifferent. It equals 1 at F = 0 and 0 at F = 1. Convexity would force 1 ≤ 0 through `energy_collapse_le`, so the penalty is not convex.

```lean
#print axioms ConvexFrameIndifference.energy_collapse_le
#print axioms ConvexFrameIndifference.no_blowup_at_zero_volume
#print axioms ConvexFrameIndifference.uniform_compression_free
#print axioms ConvexFrameIndifference.volume_penalty_not_convex
```

```
'ConvexFrameIndifference.energy_collapse_le' depends on axioms: [propext, Classical.choice, Quot.sound]
'ConvexFrameIndifference.no_blowup_at_zero_volume' depends on axioms: [propext, Classical.choice, Quot.sound]
'ConvexFrameIndifference.uniform_compression_free' depends on axioms: [propext, Classical.choice, Quot.sound]
'ConvexFrameIndifference.volume_penalty_not_convex' depends on axioms: [propext, Classical.choice, Quot.sound]
```
